# Expectation values of σₓ in three unnormalised two-component spinors

The declaration `mode_currents` concerns three two-component spinors, each fixed by a real angle u: (1, e^{iu}), (1, −e^{−iu}) and (1, e^{−iu}), which the file calls incident, reflected and transmitted. It states that the expectation value of σₓ, which the file takes as the current normal to a step, is 2 cos u for the first and third and −2 cos u for the second. The spinors are unnormalised, with squared norm 2, so the normalised values are cos u, −cos u and cos u. The spinors are given by definition, and neither a Hamiltonian nor the matching of amplitudes at the step enters the statement. The attempt rewrites each current in real and imaginary parts with `current_eq`, expands the exponential into cosine and sine, and leaves the rest to `simp`.

The failing Lean file:

```lean
import Mathlib

open Matrix

namespace GrapheneSymmetricStep

noncomputable section

/-- The incident spinor at angle `u`. -/
def incident (u : ℝ) : Fin 2 → ℂ := ![1, Complex.exp (u * Complex.I)]

/-- The reflected spinor for incidence angle `u`. -/
def reflected (u : ℝ) : Fin 2 → ℂ := ![1, -Complex.exp (-(u * Complex.I))]

/-- The transmitted spinor for incidence angle `u`. -/
def transmitted (u : ℝ) : Fin 2 → ℂ := ![1, Complex.exp (-(u * Complex.I))]

/-- The probability current normal to the step: the expectation value of the Pauli matrix
`σₓ` in the spinor `ψ`. -/
def current (ψ : Fin 2 → ℂ) : ℝ := (star ψ ⬝ᵥ (!![0, 1; 1, 0] *ᵥ ψ)).re

lemma phase_pos (u : ℝ) : Complex.exp (u * Complex.I) =
    Complex.cos u + Complex.sin u * Complex.I := Complex.exp_mul_I _

lemma phase_neg (u : ℝ) : Complex.exp (-(u * Complex.I)) =
    Complex.cos u - Complex.sin u * Complex.I := by
  rw [← neg_mul, Complex.exp_mul_I, Complex.cos_neg, Complex.sin_neg]
  ring

lemma current_eq (ψ : Fin 2 → ℂ) :
    current ψ = 2 * ((ψ 0).re * (ψ 1).re + (ψ 0).im * (ψ 1).im) := by
  simp [current, Matrix.mulVec, dotProduct, Fin.sum_univ_two]
  ring

/-- The incident and transmitted spinors carry current `2 cos u`, and the reflected spinor
carries the opposite current. -/
theorem mode_currents (u : ℝ) :
    current (incident u) = 2 * Real.cos u ∧
    current (reflected u) = -(2 * Real.cos u) ∧
    current (transmitted u) = 2 * Real.cos u := by
  refine ⟨?_, ?_, ?_⟩
  · rw [current_eq]
    simp [incident, phase_pos]
  · rw [current_eq]
    simp [reflected, phase_neg]
  · rw [current_eq]
    simp [transmitted, phase_neg]

end

end GrapheneSymmetricStep
```

Lean reports:

```
Main.lean:42:2: error: unsolved goals
case refine_1
u : ℝ
⊢ (Complex.cos ↑u).re = Real.cos u
Main.lean:44:2: error: unsolved goals
case refine_2
u : ℝ
⊢ (Complex.cos ↑u).re = Real.cos u
Main.lean:46:2: error: unsolved goals
case refine_3
u : ℝ
⊢ (Complex.cos ↑u).re = Real.cos u
```

Diagnosis. The three messages report the same unsolved goal, one for each spinor: `(Complex.cos ↑u).re = Real.cos u`. The goal is true, since the complex cosine of a real number has the real cosine as its real part. By this point `simp` has dealt with the spinor components, the factor 2 and the signs. It stops here because its default lemmas include none that turns `(Complex.cos ↑u).re` into `Real.cos u`. The lemma `Complex.ofReal_cos` is a `simp` lemma, but it is used from left to right, turning `↑(Real.cos u)` into `Complex.cos ↑u`, which is the opposite of what the goal needs.

The repair adds the same line after each `simp`. Rewriting with `← Complex.ofReal_cos` uses that lemma backwards and replaces `Complex.cos ↑u` by `↑(Real.cos u)`, a real number regarded as a complex one. `Complex.ofReal_re` then says that the real part of such a number is the number itself. Both sides are now `Real.cos u`, and `rw` closes the goal by reflexivity.

As a diff, the version that Lean accepts:

```diff
@@ -42,8 +42,11 @@
   · rw [current_eq]
     simp [incident, phase_pos]
+    rw [← Complex.ofReal_cos, Complex.ofReal_re]
   · rw [current_eq]
     simp [reflected, phase_neg]
+    rw [← Complex.ofReal_cos, Complex.ofReal_re]
   · rw [current_eq]
     simp [transmitted, phase_neg]
+    rw [← Complex.ofReal_cos, Complex.ofReal_re]
 
 end
```
